# Normalised RPA modes from a half-size eigenproblem when $A-B=LL^{T}$ with $L$ invertible

A positive eigenvalue of the half-size RPA problem $L^{T}(A+B)LT=w^2T$ gives a frequency $w>0$, but its eigenvector $T$ does not yet give the excitation amplitudes $X$ and de-excitation amplitudes $Y$. If $X+Y$ and $X-Y$ are built from $T$ with the wrong relative factor, the RPA equations fail. If both are wrong by a common factor $c$, oscillator strengths computed from them are wrong by $c^2$. The correct factors follow from

$$AX+BY=wX,\qquad BX+AY=-wY,\qquad X\cdot X-Y\cdot Y=1.$$

Here $A$ and $B$ are given real square matrices over a finite index type `n`, and $w$ is the frequency. Complex orbitals are not covered, nor is the derivation of $A$ and $B$ from a Hamiltonian or functional. In Lean, `*ᵥ` applies a matrix to a vector and `⬝ᵥ` is the scalar product.

```lean
import Mathlib

open Matrix

namespace RPAProductForm

noncomputable section

variable {n : Type*} [Fintype n]

/-- The RPA equations `A X + B Y = w X` and `B X + A Y = -w Y` for excitation amplitudes `X`
and de-excitation amplitudes `Y` at frequency `w`. -/
def IsRPASolution (A B : Matrix n n ℝ) (w : ℝ) (X Y : n → ℝ) : Prop :=
  A *ᵥ X + B *ᵥ Y = w • X ∧ B *ᵥ X + A *ᵥ Y = -(w • Y)

/-- The indefinite RPA overlap `X·X' - Y·Y'` of two pairs of amplitudes. -/
def rpaOverlap (X Y X' Y' : n → ℝ) : ℝ := X ⬝ᵥ X' - Y ⬝ᵥ Y'

/-- The product matrix `Lᵀ (A + B) L` of the reduced eigenvalue problem. -/
def productMatrix (A B L : Matrix n n ℝ) : Matrix n n ℝ := Lᵀ * (A + B) * L
```

Adding and subtracting the RPA equations gives

$$(A+B)(X+Y)=w(X-Y),\qquad (A-B)(X-Y)=w(X+Y).$$

Half the sum and half the difference of these lead back, so the two pairs are equivalent. This step needs no hypothesis.

```lean
/-- The RPA equations are equivalent to a pair of equations that couple the sum `X + Y`
and the difference `X - Y` of the amplitudes. -/
theorem rpa_iff_sum_diff (A B : Matrix n n ℝ) (w : ℝ) (X Y : n → ℝ) :
    IsRPASolution A B w X Y ↔
      (A + B) *ᵥ (X + Y) = w • (X - Y) ∧ (A - B) *ᵥ (X - Y) = w • (X + Y) := by
  have hs : (A + B) *ᵥ (X + Y) = (A *ᵥ X + B *ᵥ Y) + (B *ᵥ X + A *ᵥ Y) := by
    simp only [Matrix.add_mulVec, Matrix.mulVec_add]
    abel
  have hd : (A - B) *ᵥ (X - Y) = (A *ᵥ X + B *ᵥ Y) - (B *ᵥ X + A *ᵥ Y) := by
    simp only [Matrix.sub_mulVec, Matrix.mulVec_sub]
    abel
  rw [hs, hd]
  constructor
  · rintro ⟨h1, h2⟩
    rw [h1, h2]
    constructor <;> module
  · rintro ⟨h1, h2⟩
    constructor
    · linear_combination (norm := module) (1 / 2 : ℝ) • h1 + (1 / 2 : ℝ) • h2
    · linear_combination (norm := module) (1 / 2 : ℝ) • h1 - (1 / 2 : ℝ) • h2

/-- A real matrix moves across the scalar product as its transpose. -/
theorem mulVec_dot (M : Matrix n n ℝ) (x y : n → ℝ) :
    (M *ᵥ x) ⬝ᵥ y = x ⬝ᵥ (Mᵀ *ᵥ y) := by
  rw [dotProduct_comm, Matrix.dotProduct_mulVec, ← Matrix.mulVec_transpose, dotProduct_comm]
```

## The factorisation $A-B=LL^{T}$ with invertible $L$

Physically, this says that $A-B$ is symmetric and positive definite, which for real orbitals is stability of the reference state against imaginary orbital variations. In linear-response TDDFT with real orbitals and an adiabatic LDA or GGA functional without exact exchange, $A-B$ is the diagonal matrix of orbital-energy differences. If these are positive, $L$ can be its square root.

Set

$$X+Y=\frac{LT}{\sqrt w},\qquad X-Y=\sqrt w\,L^{-T}T.$$

```lean
variable [DecidableEq n]

/-- The excitation amplitudes `X`, half the sum of `L T / √w` and `√w L⁻ᵀ T`. -/
def ampX (L : Matrix n n ℝ) (w : ℝ) (T : n → ℝ) : n → ℝ :=
  (1 / 2 : ℝ) • ((√w)⁻¹ • (L *ᵥ T) + √w • ((Lᵀ)⁻¹ *ᵥ T))

/-- The de-excitation amplitudes `Y`, half the difference of `L T / √w` and `√w L⁻ᵀ T`. -/
def ampY (L : Matrix n n ℝ) (w : ℝ) (T : n → ℝ) : n → ℝ :=
  (1 / 2 : ℝ) • ((√w)⁻¹ • (L *ᵥ T) - √w • ((Lᵀ)⁻¹ *ᵥ T))

/-- The reconstructed amplitudes satisfy `X + Y = L T / √w` and `X - Y = √w L⁻ᵀ T`. -/
theorem amp_sum_diff (L : Matrix n n ℝ) (w : ℝ) (T : n → ℝ) :
    ampX L w T + ampY L w T = (√w)⁻¹ • (L *ᵥ T) ∧
      ampX L w T - ampY L w T = √w • ((Lᵀ)⁻¹ *ᵥ T) := by
  unfold ampX ampY
  constructor <;> module
```

The factorisation gives the second sum–difference equation:

$$(A-B)(X-Y)=\sqrt w\,LL^{T}L^{-T}T=\sqrt w\,LT=w(X+Y).$$

Invertibility, `IsUnit L.det`, also gives $(Lx)\cdot(L^{-T}y)=x\cdot y$. For a second mode with $w',T'$ and both frequencies positive,

$$\begin{aligned}X\cdot X'-Y\cdot Y'&=\tfrac12\big[(X+Y)\cdot(X'-Y')+(X-Y)\cdot(X'+Y')\big]\\&=\tfrac12\Big(\sqrt{w'/w}+\sqrt{w/w'}\Big)\,T\cdot T'.\end{aligned}$$

In the proof, `hpol` is the first line and `hc` the cancellation of $L$.

```lean
/-- For invertible `L`, the RPA overlap of the amplitudes built from `w`, `T` with those built from
`w'`, `T'` is the scalar product `T·T'` times the mean of `√w'/√w` and `√w/√w'`. -/
theorem overlap_amplitudes {L : Matrix n n ℝ} (hL : IsUnit L.det) (w w' : ℝ) (T T' : n → ℝ) :
    rpaOverlap (ampX L w T) (ampY L w T) (ampX L w' T') (ampY L w' T') =
      (√w' / √w + √w / √w') / 2 * (T ⬝ᵥ T') := by
  have hLt : IsUnit (Lᵀ).det := by rwa [Matrix.det_transpose]
  -- the factors `L` and `L⁻ᵀ` cancel in the scalar product
  have hc : ∀ x y : n → ℝ, (L *ᵥ x) ⬝ᵥ ((Lᵀ)⁻¹ *ᵥ y) = x ⬝ᵥ y := fun x y => by
    rw [mulVec_dot, Matrix.mulVec_mulVec, Matrix.mul_nonsing_inv _ hLt, Matrix.one_mulVec]
  have hc' : ((Lᵀ)⁻¹ *ᵥ T) ⬝ᵥ (L *ᵥ T') = T ⬝ᵥ T' := by
    rw [dotProduct_comm, hc, dotProduct_comm]
  have hpol : ∀ X Y X' Y' : n → ℝ, rpaOverlap X Y X' Y' =
      ((X + Y) ⬝ᵥ (X' - Y') + (X - Y) ⬝ᵥ (X' + Y')) / 2 := fun X Y X' Y' => by
    simp only [rpaOverlap, add_dotProduct, sub_dotProduct, dotProduct_add, dotProduct_sub]
    ring
  rw [hpol, (amp_sum_diff L w T).1, (amp_sum_diff L w T).2,
    (amp_sum_diff L w' T').1, (amp_sum_diff L w' T').2]
  simp only [smul_dotProduct, dotProduct_smul, smul_eq_mul, hc, hc']
  ring
```

Without the factorisation the construction can fail in one dimension. Take $L=1$, $A=4$, $B=0$ and $T=1$. The product matrix is $4$, so $w=2$, but $AX=4X\neq 2X$ because $X\neq0$. If $A-B$ is singular, a null vector $Z$ gives a zero-frequency solution $X=-Y=Z/2$ of zero norm.

## The eigenvalue equation, $w>0$ and $T\cdot T=1$

The equation $L^{T}(A+B)LT=w^2T$ says that $T$ is a mode of the reduced problem. Removing $L^{T}$ and dividing by $\sqrt w$ gives the first sum–difference equation:

$$(A+B)(X+Y)=\frac{w^2}{\sqrt w}L^{-T}T=w(X-Y).$$

Without the eigenvalue equation, this equality is lost. The condition $w>0$ selects the excitation branch, since $w^2$ does not record the sign. It also leaves out zero and negative eigenvalues of the product matrix, which for symmetric $A+B$ occur exactly when $A+B$ is not positive definite. With the factorisation in force, a nonzero solution with $w\neq0$ has norm $(X-Y)\cdot(A-B)(X-Y)/w$, which is negative for $w<0$; at $w=0$, $X=Y$ and the norm vanishes.

The unit length of $T$ fixes the normalisation: setting $w'=w$ and $T'=T$ in the overlap formula gives $X\cdot X-Y\cdot Y=T\cdot T$. Without it, the RPA equations still hold, but the norm is $T\cdot T$.

In the proof, `key` removes $L^{T}$, the second bullet uses `hAB`, and the third uses `hT`.

```lean
/-- If `A - B = L Lᵀ` with `L` invertible, a unit eigenvector `T` of `Lᵀ (A + B) L` with
eigenvalue `w²`, `w > 0`, gives an RPA solution at frequency `w` with `X·X - Y·Y = 1`. -/
theorem rpa_of_product_form {A B L : Matrix n n ℝ} (hAB : A - B = L * Lᵀ)
    (hL : IsUnit L.det) {w : ℝ} (hw : 0 < w) {T : n → ℝ} (hT : T ⬝ᵥ T = 1)
    (h : productMatrix A B L *ᵥ T = w ^ 2 • T) :
    IsRPASolution A B w (ampX L w T) (ampY L w T) ∧
      rpaOverlap (ampX L w T) (ampY L w T) (ampX L w T) (ampY L w T) = 1 := by
  have hLt : IsUnit (Lᵀ).det := by rwa [Matrix.det_transpose]
  have hs0 : √w ≠ 0 := (Real.sqrt_pos.2 hw).ne'
  have hs : (√w)⁻¹ * w = √w := by
    nth_rewrite 2 [← Real.mul_self_sqrt hw.le]
    rw [← mul_assoc, inv_mul_cancel₀ hs0, one_mul]
  refine ⟨(rpa_iff_sum_diff _ _ _ _ _).2 ⟨?_, ?_⟩, ?_⟩
  · -- remove `Lᵀ` from the left of the eigenvalue equation
    have e : (Lᵀ)⁻¹ * (Lᵀ * (A + B) * L) = (A + B) * L := by
      rw [Matrix.mul_assoc Lᵀ (A + B) L, ← Matrix.mul_assoc (Lᵀ)⁻¹ Lᵀ,
        Matrix.nonsing_inv_mul _ hLt, Matrix.one_mul]
    have key : (A + B) *ᵥ (L *ᵥ T) = w ^ 2 • ((Lᵀ)⁻¹ *ᵥ T) := by
      rw [← Matrix.mulVec_smul, ← h, productMatrix, Matrix.mulVec_mulVec,
        Matrix.mulVec_mulVec, e]
    rw [(amp_sum_diff L w T).1, (amp_sum_diff L w T).2, Matrix.mulVec_smul, key,
      smul_smul, smul_smul]
    congr 1
    linear_combination w * hs
  · -- here the factorisation of `A - B` is used
    rw [(amp_sum_diff L w T).1, (amp_sum_diff L w T).2, hAB, Matrix.mulVec_smul,
      ← Matrix.mulVec_mulVec, Matrix.mulVec_mulVec T Lᵀ (Lᵀ)⁻¹,
      Matrix.mul_nonsing_inv _ hLt, Matrix.one_mulVec, smul_smul]
    congr 1
    linear_combination -hs
  · rw [overlap_amplitudes hL, hT, div_self hs0]
    norm_num
```

Conversely, start from a normalised solution with $w>0$ and put $U=L^{-1}(X+Y)$, $T=\sqrt w\,U$. The second sum–difference equation gives $L^{T}(X-Y)=wU$ (`hV`), hence

$$L^{T}(A+B)LT=\sqrt w\,w\,L^{T}(X-Y)=w^2T.$$

The same relations recover $X$ and $Y$, and the overlap formula gives $T\cdot T=1$.

```lean
/-- If `A - B = L Lᵀ` with `L` invertible, then for a normalised RPA solution with `w > 0` the
vector `T = √w L⁻¹ (X + Y)` is a unit eigenvector of the product matrix with eigenvalue `w²`, and
`X`, `Y` are recovered from it. -/
theorem product_form_of_rpa {A B L : Matrix n n ℝ} (hAB : A - B = L * Lᵀ)
    (hL : IsUnit L.det) {w : ℝ} (hw : 0 < w) {X Y : n → ℝ}
    (h : IsRPASolution A B w X Y) (hN : rpaOverlap X Y X Y = 1) :
    ∃ T : n → ℝ, T = √w • (L⁻¹ *ᵥ (X + Y)) ∧ productMatrix A B L *ᵥ T = w ^ 2 • T ∧
      T ⬝ᵥ T = 1 ∧ X = ampX L w T ∧ Y = ampY L w T := by
  have hLt : IsUnit (Lᵀ).det := by rwa [Matrix.det_transpose]
  have hs0 : √w ≠ 0 := (Real.sqrt_pos.2 hw).ne'
  obtain ⟨h1, h2⟩ := (rpa_iff_sum_diff _ _ _ _ _).1 h
  obtain ⟨U, hUdef⟩ : ∃ U, U = L⁻¹ *ᵥ (X + Y) := ⟨_, rfl⟩
  have hU : L *ᵥ U = X + Y := by
    rw [hUdef, Matrix.mulVec_mulVec, Matrix.mul_nonsing_inv _ hL, Matrix.one_mulVec]
  have hV : Lᵀ *ᵥ (X - Y) = w • U := by
    rw [hUdef, ← Matrix.mulVec_smul, ← h2, hAB, Matrix.mulVec_mulVec, ← Matrix.mul_assoc,
      Matrix.nonsing_inv_mul _ hL, Matrix.one_mul]
  -- the sum and the difference of the amplitudes in terms of `T = √w U`
  have hsum : (√w)⁻¹ • (L *ᵥ (√w • U)) = X + Y := by
    rw [Matrix.mulVec_smul, smul_smul, inv_mul_cancel₀ hs0, one_smul, hU]
  have hdiff : √w • ((Lᵀ)⁻¹ *ᵥ (√w • U)) = X - Y := by
    rw [Matrix.mulVec_smul, smul_smul, Real.mul_self_sqrt hw.le, ← Matrix.mulVec_smul, ← hV,
      Matrix.mulVec_mulVec, Matrix.nonsing_inv_mul _ hLt, Matrix.one_mulVec]
  have hX : ampX L w (√w • U) = X := by
    rw [ampX, hsum, hdiff]
    module
  have hY : ampY L w (√w • U) = Y := by
    rw [ampY, hsum, hdiff]
    module
  refine ⟨√w • U, by rw [hUdef], ?_, ?_, hX.symm, hY.symm⟩
  · rw [productMatrix, Matrix.mulVec_smul, ← Matrix.mulVec_mulVec, ← Matrix.mulVec_mulVec,
      hU, h1, Matrix.mulVec_smul, hV]
    module
  · have ho := overlap_amplitudes hL w w (√w • U) (√w • U)
    rw [hX, hY, hN, div_self hs0] at ho
    linarith
```

## Symmetry of $A+B$

Real orbitals normally provide this symmetry, but only orthogonality uses it. It makes the product matrix symmetric (`hP`), so $(w^2-w'^2)\,T\cdot T'=0$. For different positive frequencies, $T\cdot T'=0$ and the RPA overlap vanishes. Without symmetry, eigenvectors with different eigenvalues need not be orthogonal.

```lean
/-- For symmetric `A + B` and invertible `L`, amplitudes built from eigenvectors of the product
matrix with different positive frequencies have vanishing RPA overlap. -/
theorem modes_orthogonal {A B L : Matrix n n ℝ} (hS : (A + B).IsSymm)
    (hL : IsUnit L.det) {w w' : ℝ} (hw : 0 < w) (hw' : 0 < w') (hne : w ≠ w')
    {T T' : n → ℝ} (h : productMatrix A B L *ᵥ T = w ^ 2 • T)
    (h' : productMatrix A B L *ᵥ T' = w' ^ 2 • T') :
    rpaOverlap (ampX L w T) (ampY L w T) (ampX L w' T') (ampY L w' T') = 0 := by
  have hP : (productMatrix A B L)ᵀ = productMatrix A B L := by
    unfold productMatrix
    rw [Matrix.transpose_mul, Matrix.transpose_mul, Matrix.transpose_transpose, hS.eq,
      Matrix.mul_assoc]
  have e := mulVec_dot (productMatrix A B L) T T'
  rw [hP, h, h', smul_dotProduct, dotProduct_smul, smul_eq_mul, smul_eq_mul] at e
  have hf : (w - w') * (w + w') ≠ 0 :=
    mul_ne_zero (sub_ne_zero.2 hne) (add_pos hw hw').ne'
  have h0 : T ⬝ᵥ T' = 0 := by
    apply (mul_eq_zero.1 _).resolve_left hf
    linear_combination e
  rw [overlap_amplitudes hL, h0, mul_zero]
```

## A coupled pair with frequencies 10 and 5

This example with two coupled excitations satisfies every hypothesis. Its product matrix has rows $(52,36)$ and $(36,73)$, with unit eigenvectors $(3,4)/5$ and $(4,-3)/5$. The proof checks the entries.

```lean
/-- The matrix `A` of an example with two coupled excitations. -/
def modelA : Matrix (Fin 2) (Fin 2) ℝ := !![17 / 2, 9; 9, 37]

/-- The matrix `B` of the two-excitation example. -/
def modelB : Matrix (Fin 2) (Fin 2) ℝ := !![9 / 2, 9; 9, 36]

/-- The factor `L` of the two-excitation example. -/
def modelL : Matrix (Fin 2) (Fin 2) ℝ := !![2, 0; 0, 1]

/-- The two-excitation example has symmetric `A + B`, an invertible factor `L` of `A - B`, and unit
eigenvectors of the product matrix with eigenvalues `10²` and `5²`. -/
theorem product_form_witness :
    (modelA + modelB).IsSymm ∧ modelA - modelB = modelL * modelLᵀ ∧ IsUnit modelL.det ∧
      (![3 / 5, 4 / 5] : Fin 2 → ℝ) ⬝ᵥ ![3 / 5, 4 / 5] = 1 ∧
      (![4 / 5, -3 / 5] : Fin 2 → ℝ) ⬝ᵥ ![4 / 5, -3 / 5] = 1 ∧
      productMatrix modelA modelB modelL *ᵥ ![3 / 5, 4 / 5] =
        (10 : ℝ) ^ 2 • ![3 / 5, 4 / 5] ∧
      productMatrix modelA modelB modelL *ᵥ ![4 / 5, -3 / 5] =
        (5 : ℝ) ^ 2 • ![4 / 5, -3 / 5] := by
  refine ⟨Matrix.IsSymm.ext fun i j => ?_, ?_, ?_, ?_, ?_, ?_, ?_⟩
  · fin_cases i <;> fin_cases j <;> simp [modelA, modelB]
  · ext i j
    fin_cases i <;> fin_cases j <;>
      simp [modelA, modelB, modelL, Matrix.mul_apply, Fin.sum_univ_two] <;> norm_num
  · simp [modelL, Matrix.det_fin_two]
  · simp [dotProduct, Fin.sum_univ_two]
    norm_num
  · simp [dotProduct, Fin.sum_univ_two]
    norm_num
  · ext i
    fin_cases i <;> simp [productMatrix, modelA, modelB, modelL, Matrix.mulVec, dotProduct,
      Matrix.mul_apply, Fin.sum_univ_two] <;> norm_num
  · ext i
    fin_cases i <;> simp [productMatrix, modelA, modelB, modelL, Matrix.mulVec, dotProduct,
      Matrix.mul_apply, Fin.sum_univ_two] <;> norm_num

end

end RPAProductForm
```

```lean
#print axioms RPAProductForm.rpa_of_product_form
#print axioms RPAProductForm.product_form_of_rpa
#print axioms RPAProductForm.modes_orthogonal
```

```
'RPAProductForm.rpa_of_product_form' depends on axioms: [propext, Classical.choice, Quot.sound]
'RPAProductForm.product_form_of_rpa' depends on axioms: [propext, Classical.choice, Quot.sound]
'RPAProductForm.modes_orthogonal' depends on axioms: [propext, Classical.choice, Quot.sound]
```

## Positive definiteness in place of a given factor

The theorems could assume that $A-B$ is positive definite and take $L$ to be its symmetric square root. That would show the stability condition directly and remove the transposes, but the statement would no longer apply directly to a Cholesky factor.
